# Two projectors P and Q have an invertible difference exactly when 1 − PQ and P + Q − PQ are both invertible

A beam with transverse field amplitude $E$ is sent through an ideal linear polariser, and an identical beam through a second polariser at another angle. The transmitted amplitudes are $PE$ and $QE$, where $P$ and $Q$ project onto the two transmission axes. If only the difference $PE - QE$ is known, $E$ can be recovered for every input exactly when $P - Q$ is invertible.

The same question makes sense for any two projectors, including oblique ones, whose range and kernel are not orthogonal; no inner product is used. The algebra needs only $P^2 = P$ and $Q^2 = Q$ in a ring $R$ with unit, which need not be commutative. In Lean these hypotheses are `IsIdempotentElem P` and `IsIdempotentElem Q`, and `IsUnit` means having a two-sided inverse.

```lean
import Mathlib

namespace ProjectorDifference

section Algebra

variable {R : Type*} [Ring R]
```

## Moving a factor around a product

Let $a, b \in R$, and let $c$ be the inverse of $1 - ab$. Then $1 + bca$ is the inverse of $1 - ba$, because

$$(1 - ba)(1 + bca) = 1 - ba + b(1 - ab)c\,a = 1 - ba + ba = 1,$$

and the product in the other order reduces in the same way through $c(1 - ab) = 1$. The two `calc` blocks are these two computations; `noncomm_ring` rearranges without exchanging factors.

```lean
/-- If `1 - ab` is invertible, then so is `1 - ba`. -/
theorem isUnit_one_sub_swap {a b : R} (h : IsUnit (1 - a * b)) :
    IsUnit (1 - b * a) := by
  obtain ⟨c, h1, h2⟩ := isUnit_iff_exists.1 h
  -- the inverse of `1 - ba` is `1 + b c a`, with `c` the inverse of `1 - ab`
  refine isUnit_iff_exists.2 ⟨1 + b * c * a, ?_, ?_⟩
  · calc (1 - b * a) * (1 + b * c * a)
        = 1 - b * a + b * ((1 - a * b) * c) * a := by noncomm_ring
      _ = 1 := by rw [h1]; noncomm_ring
  · calc (1 + b * c * a) * (1 - b * a)
        = 1 - b * a + b * (c * (1 - a * b)) * a := by noncomm_ring
      _ = 1 := by rw [h2]; noncomm_ring
```

Since $P(PQ) = PQ$, the element $1 - PQ$ can be read as $1 - ab$ with $a = P$ and $b = PQ$. The previous step then gives invertibility of $1 - ba = 1 - PQP$. Exchanging the roles of $a$ and $b$ gives the converse. Here $Q$ may be any ring element.

```lean
/-- For a projector `P`, the element `1 - PQ` is invertible exactly when `1 - PQP` is,
where `PQP` is the compression of `Q` by `P`. -/
theorem isUnit_one_sub_compression {P : R} (hP : IsIdempotentElem P) (Q : R) :
    IsUnit (1 - P * Q) ↔ IsUnit (1 - P * Q * P) := by
  have e : P * (P * Q) = P * Q := by rw [← mul_assoc, hP.eq]
  constructor
  · intro h
    exact isUnit_one_sub_swap (a := P) (b := P * Q) (by rwa [e])
  · intro h
    have h' := isUnit_one_sub_swap (a := P * Q) (b := P) h
    rwa [e] at h'
```

## The square of the difference factorises

Write $P' = 1 - P$ and $Q' = 1 - Q$ for the complementary projectors. Idempotency gives

$$(P - Q)^2 = P + Q - PQ - QP,$$
$$P'Q'P' = 1 - P - Q + PQ + QP - PQP.$$

Because $PP' = 0$, the cross term $PQP\,P'Q'P'$ vanishes, and so

$$(1 - PQP)(1 - P'Q'P') = 1 - PQP - P'Q'P' = P + Q - PQ - QP = (P - Q)^2.$$

In the proof, `hD` and `h1` are the two expansions, and `hR` isolates the cross term so that `h0` can remove it.

```lean
/-- The squared difference of two projectors is a product of two factors, one built from the
compression of `Q` by `P`, the other from the compression of `1 - Q` by `1 - P`. -/
theorem sub_sq_factorisation {P Q : R} (hP : IsIdempotentElem P)
    (hQ : IsIdempotentElem Q) :
    (P - Q) ^ 2 = (1 - P * Q * P) * (1 - (1 - P) * (1 - Q) * (1 - P)) := by
  have h0 : P * (1 - P) = 0 := by rw [mul_sub, mul_one, hP.eq, sub_self]
  have h1 : (1 - P) * (1 - Q) * (1 - P)
      = 1 - P - Q + P * Q + Q * P - P * Q * P := by
    calc (1 - P) * (1 - Q) * (1 - P)
        = 1 - P - P + P * P - Q + P * Q + Q * P - P * Q * P := by noncomm_ring
      _ = _ := by rw [hP.eq]; noncomm_ring
  have hD : (P - Q) ^ 2 = P + Q - P * Q - Q * P := by
    calc (P - Q) ^ 2 = P * P + Q * Q - P * Q - Q * P := by noncomm_ring
      _ = _ := by rw [hP.eq, hQ.eq]
  -- the cross term contains `P (1 - P)` and vanishes
  have hR : (1 - P * Q * P) * (1 - (1 - P) * (1 - Q) * (1 - P))
      = 1 - P * Q * P - (1 - P) * (1 - Q) * (1 - P)
        + P * Q * (P * (1 - P)) * (1 - Q) * (1 - P) := by noncomm_ring
  rw [hD, hR, h0, h1]
  noncomm_ring
```

Apply the factorisation to $P'$ and $Q'$. Since $P' - Q' = -(P - Q)$, the square is unchanged, but the factors appear in the opposite order:

$$(P - Q)^2 = (1 - P'Q'P')(1 - PQP).$$

The factors therefore commute, which is `hc` in the code. A product of commuting elements is invertible exactly when each of them is, and an element is invertible exactly when its square is. Hence $P - Q$ is invertible if and only if $1 - PQP$ and $1 - P'Q'P'$ are. By the compression step, these conditions are equivalent to invertibility of $1 - PQ$ and of

$$1 - P'Q' = P + Q - PQ.$$

The final `rw` carries out this chain of equivalences.

```lean
/-- The difference of two projectors is invertible if and only if both `1 - PQ` and
`P + Q - PQ` are invertible. -/
theorem isUnit_sub_iff {P Q : R} (hP : IsIdempotentElem P) (hQ : IsIdempotentElem Q) :
    IsUnit (P - Q) ↔ IsUnit (1 - P * Q) ∧ IsUnit (P + Q - P * Q) := by
  have h1 := sub_sq_factorisation hP hQ
  have h2 := sub_sq_factorisation hP.one_sub hQ.one_sub
  simp only [sub_sub_cancel] at h2
  have h3 : ((1 - P) - (1 - Q)) ^ 2 = (P - Q) ^ 2 := by noncomm_ring
  -- passing to the complementary projectors exchanges the two factors, so they commute
  have hc : Commute (1 - P * Q * P) (1 - (1 - P) * (1 - Q) * (1 - P)) :=
    h1.symm.trans (h3.symm.trans h2)
  have e : P + Q - P * Q = 1 - (1 - P) * (1 - Q) := by noncomm_ring
  rw [e, isUnit_one_sub_compression hP Q, isUnit_one_sub_compression hP.one_sub (1 - Q),
    ← hc.isUnit_mul_iff, ← h1, isUnit_pow_iff two_ne_zero]
```

Both conditions are needed. Take a projector $P$ other than $0$ and $1$.

- For the pair $P, 0$, the first element is $1 - P\cdot 0 = 1$, which is invertible. The difference is $P$; if it were invertible, cancelling it in $PP = P$ would give $P = 1$.
- For the pair $P, 1$, the second element is $P + 1 - P = 1$. The difference is $P - 1$; if it were invertible, cancelling it in $(P - 1)P = 0$ would give $P = 0$.

```lean
/-- Neither condition suffices alone: for a projector `P` other than `0` and `1`, the pair
`P, 0` meets the first and the pair `P, 1` the second, yet both differences are singular. -/
theorem single_condition_insufficient {P : R} (hP : IsIdempotentElem P)
    (h0 : P ≠ 0) (h1 : P ≠ 1) :
    (IsUnit (1 - P * 0) ∧ ¬ IsUnit (P - 0)) ∧
      (IsUnit (P + 1 - P * 1) ∧ ¬ IsUnit (P - 1)) := by
  refine ⟨⟨by simp, fun h => h1 ?_⟩, ⟨by simp, fun h => h0 ?_⟩⟩
  · rw [sub_zero] at h
    exact h.mul_left_cancel (hP.eq.trans (mul_one P).symm)
  · apply h.mul_left_cancel
    rw [sub_mul, hP.eq, one_mul, sub_self, mul_zero]

end Algebra
```

## What invertibility says about the subspaces

Now let $P$ and $Q$ be idempotent linear maps on a module $V$ over a ring $K$; a vector space of any dimension is the familiar case. The type `Module.End K V` is the ring of linear maps from $V$ to itself, and `IsCompl` says that two submodules intersect only in zero and together span $V$. The claim is that $P - Q$ is invertible exactly when

$$V = \operatorname{ran} P \oplus \operatorname{ran} Q = \ker P \oplus \ker Q.$$

Suppose first that $P - Q$ is bijective, so that $Pv = Qv$ forces $v = 0$. A vector $v$ in both ranges satisfies $Pv = v = Qv$, and one in both kernels satisfies $Pv = 0 = Qv$; either way $v = 0$. Any $y \in V$ has the form $y = Px - Qx$, which splits it along the ranges, while

$$y = (Px - x) + (x - Qx)$$

splits it along the kernels.

Conversely, assume both direct sums. If $Px = Qx$, this vector lies in both ranges and is zero, so $x$ lies in both kernels and is zero. This gives injectivity. For surjectivity, write $y = Pa + Qb = k + l$ with $Pk = 0$ and $Ql = 0$, and set

$$x = Pa - k = l - Qb.$$

The first form gives $Px = Pa$ and the second $Qx = -Qb$, so $(P - Q)x = y$. These are `e1` and `e2` in the code.

The direct sums are algebraic: in an infinite-dimensional Hilbert space, this theorem makes no statement about closed subspaces or a bounded inverse.

```lean
section Geometry

variable {K V : Type*} [Ring K] [AddCommGroup V] [Module K V]

/-- The difference of two linear projectors is invertible if and only if the space is the
direct sum of their ranges and also the direct sum of their kernels. -/
theorem isUnit_sub_iff_isCompl {P Q : Module.End K V} (hP : IsIdempotentElem P)
    (hQ : IsIdempotentElem Q) :
    IsUnit (P - Q) ↔ IsCompl (LinearMap.range P) (LinearMap.range Q) ∧
      IsCompl (LinearMap.ker P) (LinearMap.ker Q) := by
  have hp : ∀ x, P (P x) = P x := fun x => LinearMap.congr_fun hP.eq x
  have hq : ∀ x, Q (Q x) = Q x := fun x => LinearMap.congr_fun hQ.eq x
  rw [Module.End.isUnit_iff]
  constructor
  · rintro ⟨hi, hs⟩
    have h0 : ∀ v, P v = Q v → v = 0 := fun v hv =>
      (injective_iff_map_eq_zero (P - Q)).1 hi v (by rw [LinearMap.sub_apply, hv, sub_self])
    refine ⟨⟨Submodule.disjoint_def.2 ?_, codisjoint_iff.2 (eq_top_iff.2 ?_)⟩,
      ⟨Submodule.disjoint_def.2 ?_, codisjoint_iff.2 (eq_top_iff.2 ?_)⟩⟩
    · rintro v ⟨a, rfl⟩ ⟨b, hb⟩
      apply h0
      rw [hp, ← hb, hq]
    · intro y _
      obtain ⟨x, rfl⟩ := hs y
      exact Submodule.mem_sup.2 ⟨P x, ⟨x, rfl⟩, -Q x, ⟨-x, map_neg Q x⟩,
        by rw [LinearMap.sub_apply, sub_eq_add_neg]⟩
    · intro v h1 h2
      exact h0 v ((LinearMap.mem_ker.1 h1).trans (LinearMap.mem_ker.1 h2).symm)
    · intro y _
      obtain ⟨x, rfl⟩ := hs y
      exact Submodule.mem_sup.2 ⟨P x - x, LinearMap.mem_ker.2 (by rw [map_sub, hp, sub_self]),
        x - Q x, LinearMap.mem_ker.2 (by rw [map_sub, hq, sub_self]),
        by rw [LinearMap.sub_apply]; abel⟩
  · rintro ⟨hr, hk⟩
    constructor
    · refine (injective_iff_map_eq_zero (P - Q)).2 fun x hx => ?_
      have e : P x = Q x := sub_eq_zero.1 hx
      have hz : P x = 0 :=
        Submodule.disjoint_def.1 hr.disjoint (P x) ⟨x, rfl⟩ ⟨x, e.symm⟩
      exact Submodule.disjoint_def.1 hk.disjoint x (LinearMap.mem_ker.2 hz)
        (LinearMap.mem_ker.2 (e.symm.trans hz))
    · intro y
      have y1 : y ∈ LinearMap.range P ⊔ LinearMap.range Q := by
        rw [hr.sup_eq_top]; exact Submodule.mem_top
      have y2 : y ∈ LinearMap.ker P ⊔ LinearMap.ker Q := by
        rw [hk.sup_eq_top]; exact Submodule.mem_top
      obtain ⟨_, ⟨a, rfl⟩, _, ⟨b, rfl⟩, hy⟩ := Submodule.mem_sup.1 y1
      obtain ⟨k, hk1, l, hl, hkl⟩ := Submodule.mem_sup.1 y2
      -- the preimage `x` is chosen so that `P x = P a` and `Q x = -Q b`
      have e : P a - k = l - Q b := by
        rw [sub_eq_sub_iff_add_eq_add, hy, add_comm l k, hkl]
      have e1 : P (P a - k) = P a := by
        rw [map_sub, hp, LinearMap.mem_ker.1 hk1, sub_zero]
      have e2 : Q (P a - k) = -Q b := by
        rw [e, map_sub, hq, LinearMap.mem_ker.1 hl, zero_sub]
      exact ⟨P a - k, by rw [LinearMap.sub_apply, e1, e2, sub_neg_eq_add, hy]⟩
```

Combining the two equivalences turns the pair of ring conditions into a test for general position, meaning here that both direct sums hold. In electronic structure, a single Slater determinant in a finite, linearly independent spin-orbital basis with overlap matrix $S$ and density matrix $D$ gives an idempotent $DS$, generally not Hermitian. For two such determinants in the same basis, the test decides whether their occupied spaces are complementary and their virtual spaces are too. This is possible only if the two electron numbers add up to the number of spin orbitals in the basis; in any larger basis the answer is always no.

```lean
/-- Test for general position: `1 - PQ` and `P + Q - PQ` are both invertible if and only if
the ranges of the two projectors are complementary and so are their kernels. -/
theorem general_position_test {P Q : Module.End K V} (hP : IsIdempotentElem P)
    (hQ : IsIdempotentElem Q) :
    (IsUnit (1 - P * Q) ∧ IsUnit (P + Q - P * Q)) ↔
      IsCompl (LinearMap.range P) (LinearMap.range Q) ∧
        IsCompl (LinearMap.ker P) (LinearMap.ker Q) :=
  (isUnit_sub_iff hP hQ).symm.trans (isUnit_sub_iff_isCompl hP hQ)

end Geometry
```

## Two polarisers

An ideal linear polariser with its transmission axis at angle $\theta$ projects onto $(\cos\theta, \sin\theta)$. The model is a real $2 \times 2$ matrix acting on field amplitudes, without loss along the axis or leakage across it:

$$P_\theta = \begin{pmatrix} \cos^2\theta & \cos\theta\sin\theta \\ \cos\theta\sin\theta & \sin^2\theta \end{pmatrix}.$$

```lean
/-- The matrix of an ideal linear polariser whose transmission axis is at angle `θ`. -/
noncomputable def polariser (θ : ℝ) : Matrix (Fin 2) (Fin 2) ℝ :=
  !![Real.cos θ ^ 2, Real.cos θ * Real.sin θ; Real.cos θ * Real.sin θ, Real.sin θ ^ 2]
```

Each entry of $P_\theta^2$ is the corresponding entry of $P_\theta$ multiplied by $\cos^2\theta + \sin^2\theta = 1$. The equations `e1` to `e4` check this entry by entry.

```lean
/-- The polariser matrix is idempotent. -/
theorem polariser_idempotent (θ : ℝ) : IsIdempotentElem (polariser θ) := by
  have h := Real.sin_sq_add_cos_sq θ
  change polariser θ * polariser θ = polariser θ
  -- each entry of the square reduces by `sin² + cos² = 1`
  have e1 : Real.cos θ ^ 2 * Real.cos θ ^ 2
      + Real.cos θ * Real.sin θ * (Real.cos θ * Real.sin θ) = Real.cos θ ^ 2 := by
    linear_combination (Real.cos θ ^ 2) * h
  have e2 : Real.cos θ ^ 2 * (Real.cos θ * Real.sin θ)
      + Real.cos θ * Real.sin θ * Real.sin θ ^ 2 = Real.cos θ * Real.sin θ := by
    linear_combination (Real.cos θ * Real.sin θ) * h
  have e3 : Real.cos θ * Real.sin θ * Real.cos θ ^ 2
      + Real.sin θ ^ 2 * (Real.cos θ * Real.sin θ) = Real.cos θ * Real.sin θ := by
    linear_combination (Real.cos θ * Real.sin θ) * h
  have e4 : Real.cos θ * Real.sin θ * (Real.cos θ * Real.sin θ)
      + Real.sin θ ^ 2 * Real.sin θ ^ 2 = Real.sin θ ^ 2 := by
    linear_combination (Real.sin θ ^ 2) * h
  rw [polariser, Matrix.mul_fin_two, e1, e2, e3, e4]
```

For angles $\alpha$ and $\beta$, expanding the determinant gives

$$\det(P_\alpha - P_\beta) = -(\sin\alpha\cos\beta - \cos\alpha\sin\beta)^2 = -\sin^2(\alpha - \beta).$$

A real matrix is invertible exactly when its determinant is nonzero, so the difference is invertible exactly when $\sin(\alpha - \beta) \neq 0$. The incident amplitude can thus be recovered unless the two transmission axes are parallel. The proof computes this determinant in `hd` and reads off the condition directly.

```lean
/-- Two polarisers at angles `α` and `β` are idempotent, and their difference is invertible
exactly when `sin (α - β)` is nonzero. -/
theorem polariser_witness (α β : ℝ) :
    IsIdempotentElem (polariser α) ∧ IsIdempotentElem (polariser β) ∧
      (IsUnit (polariser α - polariser β) ↔ Real.sin (α - β) ≠ 0) := by
  refine ⟨polariser_idempotent α, polariser_idempotent β, ?_⟩
  have hd : (polariser α - polariser β).det = -(Real.sin (α - β)) ^ 2 := by
    rw [Real.sin_sub, Matrix.det_fin_two]
    simp [polariser]
    ring
  rw [Matrix.isUnit_iff_isUnit_det, hd, isUnit_iff_ne_zero, neg_ne_zero,
    pow_ne_zero_iff two_ne_zero]

end ProjectorDifference
```

```lean
#print axioms ProjectorDifference.isUnit_sub_iff
-- 'ProjectorDifference.isUnit_sub_iff' depends on axioms: [propext]
#print axioms ProjectorDifference.single_condition_insufficient
-- 'ProjectorDifference.single_condition_insufficient' depends on axioms: [propext]
#print axioms ProjectorDifference.general_position_test
-- 'ProjectorDifference.general_position_test' depends on axioms: [propext, Classical.choice, Quot.sound]
```
